# Free energy of finitely many levels linear in a coupling: its slope is a Boltzmann mean, its curvature $-\beta$ times a variance

Take two levels with energies $0$ and $t$, at inverse temperature $\beta>0$. The partition function is $Z(t)=1+e^{-\beta t}$, the free energy is $F(t)=-\log Z(t)/\beta$, and dividing the Boltzmann factor of the second level by $Z(t)$ gives its population

$$p(t)=\frac{e^{-\beta t}}{1+e^{-\beta t}}.$$

Differentiating twice gives

$$F'(t)=p(t),\qquad F''(t)=p'(t)=-\beta\,p(t)\bigl(1-p(t)\bigr).$$

The coupling moves the levels at the rates $0$ and $1$. The mean of these rates is $p$ and their variance is $p(1-p)$. Raising a level empties it, so the mean rate falls as $t$ grows, and $F$ is concave. The same mechanism works for any finite number of levels.

## Levels, weights and averages

The levels are labelled by $i$ in a finite type `ι`. Real functions `a` and `b` on this type give the unperturbed energies and the rates at which the coupling $t$ shifts them:

$$E_i(t)=a_i+t\,b_i.$$

In quantum mechanics this describes a finite-dimensional Hamiltonian $H_0+tV$ with $H_0$ and $V$ commuting, where $a_i$ and $b_i$ are their eigenvalues in a common eigenbasis. The $b_i$ are given data here; they are not derived from eigenvectors, as they would be in the Hellmann-Feynman theorem for a single eigenstate.

In Lean 4 with Mathlib:

```lean
import Mathlib

open Finset

namespace ThermalResponse

noncomputable section

variable {ι : Type*} [Fintype ι]

/-- The energy of level `i` at coupling `t`: an unperturbed part plus `t` times a perturbation. -/
def energy (a b : ι → ℝ) (t : ℝ) (i : ι) : ℝ := a i + t * b i
```

The number $\beta$ stands for $1/(k_BT)$ and is held fixed while $t$ varies. With the Boltzmann factors $w_i(t)=e^{-\beta E_i(t)}$, the partition function is $Z(t)=\sum_i w_i(t)$.

```lean
/-- The canonical partition function at inverse temperature `β` and coupling `t`. -/
def partitionFn (β : ℝ) (a b : ι → ℝ) (t : ℝ) : ℝ :=
  ∑ i, Real.exp (-β * energy a b t i)
```

An observable is a real function $f$ on the levels, and its thermal mean is

$$\langle f\rangle_t=\frac{1}{Z(t)}\sum_i w_i(t)\,f_i .$$

```lean
/-- The Boltzmann mean of an observable `f`, for a nonempty set of levels. -/
def thermalMean (β : ℝ) (a b : ι → ℝ) (t : ℝ) (f : ι → ℝ) : ℝ :=
  (∑ i, Real.exp (-β * energy a b t i) * f i) / partitionFn β a b t
```

The covariance of two observables $f$ and $g$ is the mean of the product of their deviations, $\mathrm{Cov}_t(f,g)=\langle (f-\langle f\rangle_t)(g-\langle g\rangle_t)\rangle_t$. The variance is $\mathrm{Var}_t(f)=\langle (f-\langle f\rangle_t)^2\rangle_t$.

```lean
/-- The thermal covariance of two observables, for a nonempty set of levels. -/
def thermalCov (β : ℝ) (a b : ι → ℝ) (t : ℝ) (f g : ι → ℝ) : ℝ :=
  thermalMean β a b t
    (fun i => (f i - thermalMean β a b t f) * (g i - thermalMean β a b t g))

/-- The thermal variance of an observable, for a nonempty set of levels. -/
def thermalVar (β : ℝ) (a b : ι → ℝ) (t : ℝ) (f : ι → ℝ) : ℝ :=
  thermalMean β a b t (fun i => (f i - thermalMean β a b t f) ^ 2)
```

The free energy is $F(t)=-\log Z(t)/\beta$, with the natural logarithm.

```lean
/-- The Helmholtz free energy, for `β ≠ 0` and a nonempty set of levels. -/
def freeEnergy (β : ℝ) (a b : ι → ℝ) (t : ℝ) : ℝ :=
  -Real.log (partitionFn β a b t) / β
```

## Sums traded for means

Every $w_i$ is positive and there is at least one level, so $Z>0$. The hypothesis `[Nonempty ι]` supplies that level.

```lean
/-- The partition function of a nonempty set of levels is positive. -/
theorem partitionFn_pos [Nonempty ι] (β : ℝ) (a b : ι → ℝ) (t : ℝ) :
    0 < partitionFn β a b t :=
  Finset.sum_pos (fun _ _ => Real.exp_pos _) Finset.univ_nonempty
```

Multiplying the definition of the mean by $Z$ gives $\sum_i w_if_i=\langle f\rangle_t\,Z$. The later proofs use this identity to replace sums by means.

```lean
/-- For a nonempty set of levels, the sum of an observable weighted by Boltzmann factors is
its thermal mean times the partition function. -/
theorem boltzmann_sum [Nonempty ι] (β : ℝ) (a b : ι → ℝ) (t : ℝ) (f : ι → ℝ) :
    ∑ i, Real.exp (-β * energy a b t i) * f i
      = thermalMean β a b t f * partitionFn β a b t :=
  (div_mul_cancel₀ _ (partitionFn_pos β a b t).ne').symm
```

For any constants $m$ and $n$,

$$\sum_i w_i(f_i-m)(g_i-n)=\sum_i w_if_ig_i-n\sum_i w_if_i-m\sum_i w_ig_i+mnZ .$$

Setting $m=\langle f\rangle_t$ and $n=\langle g\rangle_t$ and dividing by $Z$ leaves

$$\mathrm{Cov}_t(f,g)=\langle fg\rangle_t-\langle f\rangle_t\langle g\rangle_t .$$

In the proof, `key` is the expansion for general $m$ and $n$. The factor $Z$ is cancelled, and `linear_combination` assembles the expansion with four instances of the previous identity.

```lean
/-- For a nonempty set of levels, the covariance is the mean of the product minus the product
of the means. -/
theorem thermalCov_eq [Nonempty ι] (β : ℝ) (a b : ι → ℝ) (t : ℝ) (f g : ι → ℝ) :
    thermalCov β a b t f g = thermalMean β a b t (fun i => f i * g i)
      - thermalMean β a b t f * thermalMean β a b t g := by
  -- expand the product of deviations under the sum
  have key : ∀ m n : ℝ, ∑ i, Real.exp (-β * energy a b t i) * ((f i - m) * (g i - n))
      = ∑ i, Real.exp (-β * energy a b t i) * (f i * g i)
        - n * ∑ i, Real.exp (-β * energy a b t i) * f i
        - m * ∑ i, Real.exp (-β * energy a b t i) * g i
        + m * n * partitionFn β a b t := by
    intro m n
    simp only [partitionFn, Finset.mul_sum, ← Finset.sum_sub_distrib,
      ← Finset.sum_add_distrib]
    exact Finset.sum_congr rfl (fun i _ => by ring)
  have h0 := key (thermalMean β a b t f) (thermalMean β a b t g)
  have h1 := boltzmann_sum β a b t
    (fun i => (f i - thermalMean β a b t f) * (g i - thermalMean β a b t g))
  have h2 := boltzmann_sum β a b t (fun i => f i * g i)
  have h3 := boltzmann_sum β a b t f
  have h4 := boltzmann_sum β a b t g
  apply mul_right_cancel₀ (partitionFn_pos β a b t).ne'
  unfold thermalCov
  linear_combination h0 - h1 + h2 - thermalMean β a b t g * h3 - thermalMean β a b t f * h4
```

## The response of a thermal mean

Since $E_i'(t)=b_i$, the chain rule gives $w_i'=-\beta b_iw_i$. For an observable $f$ that does not depend on $t$,

$$\frac{d}{dt}\sum_i w_if_i=-\beta\sum_i w_i f_ib_i .$$

The statement `HasDerivAt u c t` says that the function $u$ of the coupling is differentiable at $t$ with derivative $c$. The proof differentiates one term, then adds the terms with `HasDerivAt.fun_sum`.

```lean
/-- Differentiating a Boltzmann-weighted sum in the coupling brings down a factor `-β b`. -/
theorem hasDerivAt_boltzmann_sum (β : ℝ) (a b f : ι → ℝ) (t : ℝ) :
    HasDerivAt (fun s => ∑ i, Real.exp (-β * energy a b s i) * f i)
      (-β * ∑ i, Real.exp (-β * energy a b t i) * (f i * b i)) t := by
  have h : ∀ i, HasDerivAt (fun s => Real.exp (-β * energy a b s i) * f i)
      (-β * (Real.exp (-β * energy a b t i) * (f i * b i))) t := by
    intro i
    have h1 : HasDerivAt (fun s => -β * energy a b s i) (-β * b i) t :=
      ((((hasDerivAt_id' t).mul_const (b i)).const_add (a i)).const_mul (-β)).congr_deriv
        (by ring)
    exact (h1.exp.mul_const (f i)).congr_deriv (by ring)
  rw [Finset.mul_sum]
  exact HasDerivAt.fun_sum (fun i _ => h i)
```

Taking $f_i=1$ gives the derivative of the partition function,

$$Z'(t)=-\beta\sum_i w_ib_i=-\beta\langle b\rangle_t Z(t).$$

```lean
/-- For a nonempty set of levels, the partition function has derivative `-β ⟨b⟩ Z`. -/
theorem hasDerivAt_partitionFn [Nonempty ι] (β : ℝ) (a b : ι → ℝ) (t : ℝ) :
    HasDerivAt (partitionFn β a b)
      (-β * (thermalMean β a b t b * partitionFn β a b t)) t := by
  have h := hasDerivAt_boltzmann_sum β a b (fun _ => 1) t
  simp only [mul_one, one_mul] at h
  rw [boltzmann_sum β a b t b] at h
  exact h
```

Now write $N=\sum_i w_if_i=\langle f\rangle_t Z$, so that $N'=-\beta\langle fb\rangle_t Z$. The quotient rule gives

$$\frac{d}{dt}\langle f\rangle_t=\frac{N'Z-NZ'}{Z^2}
=-\beta\langle fb\rangle_t+\beta\langle f\rangle_t\langle b\rangle_t
=-\beta\,\mathrm{Cov}_t(f,b).$$

This is a static fluctuation-response relation: equilibrium fluctuations at coupling $t$ fix the rate at which the equilibrium mean changes there. It involves no dynamics. The proof applies the quotient rule through `fun_div`, rewrites the covariance by `thermalCov_eq`, and clears the denominator $Z^2$.

```lean
/-- Static fluctuation-response relation: for a nonempty set of levels, the thermal mean of a
fixed observable `f` changes with the coupling at the rate `-β` times its covariance with `b`. -/
theorem hasDerivAt_thermalMean [Nonempty ι] (β : ℝ) (a b f : ι → ℝ) (t : ℝ) :
    HasDerivAt (fun s => thermalMean β a b s f) (-β * thermalCov β a b t f b) t := by
  have hZ := (partitionFn_pos β a b t).ne'
  have h := (hasDerivAt_boltzmann_sum β a b f t).fun_div (hasDerivAt_partitionFn β a b t) hZ
  refine h.congr_deriv ?_
  have e1 := boltzmann_sum β a b t (fun i => f i * b i)
  have e2 := boltzmann_sum β a b t f
  rw [thermalCov_eq, div_eq_iff (pow_ne_zero 2 hZ)]
  linear_combination (-β * partitionFn β a b t) * e1
    + (β * thermalMean β a b t b * partitionFn β a b t) * e2
```

## Slope and curvature of the free energy

For $\beta\neq0$, differentiating the logarithm gives

$$F'(t)=-\frac{Z'(t)}{\beta Z(t)}=\langle b\rangle_t .$$

The populations also change with $t$, but no separate term for them remains.

```lean
/-- Thermal Hellmann-Feynman theorem: for `β ≠ 0` and a nonempty set of levels, the derivative
of the free energy is the Boltzmann mean of the perturbation. -/
theorem hasDerivAt_freeEnergy [Nonempty ι] {β : ℝ} (hβ : β ≠ 0) (a b : ι → ℝ) (t : ℝ) :
    HasDerivAt (freeEnergy β a b) (thermalMean β a b t b) t := by
  have hZ := (partitionFn_pos β a b t).ne'
  refine (((hasDerivAt_partitionFn β a b t).log hZ).fun_neg.div_const β).congr_deriv ?_
  have e : -β * (thermalMean β a b t b * partitionFn β a b t) / partitionFn β a b t
      = -β * thermalMean β a b t b := by
    rw [div_eq_iff hZ]
    ring
  rw [e, neg_mul, neg_neg, mul_div_cancel_left₀ _ hβ]
```

In a program that sums over levels at $\beta>0$, one subtracts the lowest energy before exponentiating and adds it back to $F$, which avoids overflow. The normalised weights $w_i/Z$ then give the slope directly, and a central finite difference of $F$ provides a check.

The slope formula holds at every coupling, so it can be differentiated again. Putting $f=b$ in the response relation gives

$$F''(t)=\frac{d}{dt}\langle b\rangle_t=-\beta\,\mathrm{Cov}_t(b,b)=-\beta\,\mathrm{Var}_t(b).$$

In the proof, `hd` identifies the whole function `deriv (freeEnergy β a b)` with $s\mapsto\langle b\rangle_s$, and `hv` identifies the variance with the covariance of $b$ with itself.

```lean
/-- For `β ≠ 0` and a nonempty set of levels, the second derivative of the free energy is `-β`
times the thermal variance of the perturbation. -/
theorem hasDerivAt_deriv_freeEnergy [Nonempty ι] {β : ℝ} (hβ : β ≠ 0) (a b : ι → ℝ)
    (t : ℝ) : HasDerivAt (deriv (freeEnergy β a b)) (-β * thermalVar β a b t b) t := by
  have hd : deriv (freeEnergy β a b) = fun s => thermalMean β a b s b :=
    funext fun s => (hasDerivAt_freeEnergy hβ a b s).deriv
  have hv : thermalVar β a b t b = thermalCov β a b t b b := by
    simp only [thermalVar, thermalCov, pow_two]
  rw [hd, hv]
  exact hasDerivAt_thermalMean β a b b t
```

The variance formula relies on the levels being linear in $t$. For the non-commuting pair $H_0=\sigma_z$, $V=\sigma_x$ the levels are $\pm\sqrt{1+t^2}$, and direct differentiation gives $F''(0)=-\tanh\beta$. The thermal variance of $\sigma_x$ at $t=0$ is $1$, so the formula would give $-\beta$ instead.

## The sign, and when the curvature vanishes

Written out, the variance is

$$\mathrm{Var}_t(b)=\sum_i\frac{w_i}{Z}\bigl(b_i-\langle b\rangle_t\bigr)^2\ge0,$$

so $F''(t)\le0$ when $\beta>0$. If $F''(t)=0$, this sum of nonnegative terms is zero and each term vanishes. The weights are strictly positive, so every $b_i$ equals $\langle b\rangle_t$, and all the $b_i$ coincide. Conversely, if they coincide, their mean is the common value and every deviation is zero. A single level always falls under this case: its free energy is the straight line $a_i+tb_i$.

The theorem states the sign and the equality condition together. Its proof has three parts, in the order of the argument above: the sign, the step from zero curvature to equal shifts, and the converse.

```lean
/-- For `β > 0` and a nonempty set of levels, the second derivative of the free energy is at
most zero, and it vanishes exactly when the perturbation shifts all levels equally. -/
theorem deriv_deriv_freeEnergy_nonpos [Nonempty ι] {β : ℝ} (hβ : 0 < β) (a b : ι → ℝ)
    (t : ℝ) : deriv (deriv (freeEnergy β a b)) t ≤ 0 ∧
      (deriv (deriv (freeEnergy β a b)) t = 0 ↔ ∀ i j, b i = b j) := by
  have hZ := partitionFn_pos β a b t
  rw [(hasDerivAt_deriv_freeEnergy hβ.ne' a b t).deriv]
  refine ⟨?_, fun h => ?_, fun h => ?_⟩
  · have hv : 0 ≤ thermalVar β a b t b :=
      div_nonneg (Finset.sum_nonneg fun i _ =>
        mul_nonneg (Real.exp_pos _).le (sq_nonneg _)) hZ.le
    have := mul_nonneg hβ.le hv
    linarith
  · -- zero variance forces every deviation to vanish
    have hV : thermalMean β a b t (fun i => (b i - thermalMean β a b t b) ^ 2) = 0 :=
      (mul_eq_zero.mp h).resolve_left (neg_ne_zero.mpr hβ.ne')
    have hs := boltzmann_sum β a b t (fun i => (b i - thermalMean β a b t b) ^ 2)
    rw [hV, zero_mul] at hs
    have hm : ∀ i, b i = thermalMean β a b t b := by
      intro i
      have hi := (Finset.sum_eq_zero_iff_of_nonneg (fun j _ =>
        mul_nonneg (Real.exp_pos _).le (sq_nonneg _))).mp hs i (Finset.mem_univ i)
      have hq := (mul_eq_zero.mp hi).resolve_left (Real.exp_pos _).ne'
      exact sub_eq_zero.mp (pow_eq_zero_iff two_ne_zero |>.mp hq)
    exact fun i j => (hm i).trans (hm j).symm
  · have hm : ∀ i, thermalMean β a b t b = b i := by
      intro i
      unfold thermalMean
      rw [div_eq_iff hZ.ne', partitionFn, Finset.mul_sum]
      exact Finset.sum_congr rfl (fun j _ => by rw [h j i]; ring)
    have h0 : (fun i => (b i - thermalMean β a b t b) ^ 2) = fun _ => (0 : ℝ) :=
      funext fun i => by rw [hm i]; ring
    rw [thermalVar, h0]
    simp [thermalMean]
```

The sign needs $\beta>0$. In the two-level example with $\beta=-1$, one finds $F''(0)=+\tfrac14$.

## An upper bound from a reference coupling

Concavity suggests that $F$ lies below each of its tangents, and this can be shown without second derivatives. Fix a reference coupling $s$ and write $m=\langle b\rangle_s$. Because $e^x\ge x+1$,

$$w_i(t)=w_i(s)\,e^{-\beta(t-s)m}\,e^{-\beta(t-s)(b_i-m)}
\ge w_i(s)\,e^{-\beta(t-s)m}\bigl[1-\beta(t-s)(b_i-m)\bigr].$$

Summing over $i$ removes the linear term, since $\sum_i w_i(s)(b_i-m)=0$. What remains is $Z(t)\ge e^{-\beta(t-s)m}Z(s)$. Taking logarithms and dividing by $-\beta<0$ gives

$$F(t)\le F(s)+(t-s)\langle b\rangle_s .$$

This is the Gibbs-Bogoliubov inequality for finitely many classical levels, or equivalently for commuting Hamiltonians in finite dimension. The quantum inequality for non-commuting operators is not proved here; the term-by-term comparison above does not cover it without a further step. In the proof, `hsum` is the cancellation of the linear term, `key` is the comparison of the two partition functions, and `hl` is its logarithm.

```lean
/-- Gibbs-Bogoliubov inequality: for `β > 0` and a nonempty set of levels, the free energy at
coupling `t` is at most its first-order estimate from any reference coupling `s`. -/
theorem gibbs_bogoliubov [Nonempty ι] {β : ℝ} (hβ : 0 < β) (a b : ι → ℝ) (s t : ℝ) :
    freeEnergy β a b t ≤ freeEnergy β a b s + (t - s) * thermalMean β a b s b := by
  have hZ := partitionFn_pos β a b s
  -- the linear term averages to zero in the reference ensemble
  have hsum : ∑ i, Real.exp (-β * energy a b s i) *
      (-β * (t - s) * (b i - thermalMean β a b s b) + 1) = partitionFn β a b s := by
    have h' : ∑ i, Real.exp (-β * energy a b s i) *
        (-β * (t - s) * (b i - thermalMean β a b s b) + 1)
        = (1 + β * (t - s) * thermalMean β a b s b) * partitionFn β a b s
          - β * (t - s) * ∑ i, Real.exp (-β * energy a b s i) * b i := by
      rw [partitionFn, Finset.mul_sum, Finset.mul_sum, ← Finset.sum_sub_distrib]
      exact Finset.sum_congr rfl (fun i _ => by ring)
    rw [h', boltzmann_sum β a b s b]
    ring
  -- compare the partition functions term by term, using x + 1 ≤ exp x
  have key : Real.exp (-β * ((t - s) * thermalMean β a b s b)) * partitionFn β a b s
      ≤ partitionFn β a b t := by
    rw [← hsum, Finset.mul_sum, partitionFn]
    refine Finset.sum_le_sum fun i _ => ?_
    refine (mul_le_mul_of_nonneg_left (mul_le_mul_of_nonneg_left
      (Real.add_one_le_exp _) (Real.exp_pos _).le) (Real.exp_pos _).le).trans_eq ?_
    rw [← Real.exp_add, ← Real.exp_add]
    congr 1
    unfold energy
    ring
  have hl := Real.log_le_log (mul_pos (Real.exp_pos _) hZ) key
  rw [Real.log_mul (Real.exp_pos _).ne' hZ.ne', Real.log_exp] at hl
  unfold freeEnergy
  rw [div_le_iff₀ hβ, add_mul, div_mul_cancel₀ _ hβ.ne']
  linarith

end

end ThermalResponse
```

In a free-energy calculation on such a finite model, the inequality used in both directions brackets the difference between two couplings:

$$(t-s)\langle b\rangle_t\le F(t)-F(s)\le(t-s)\langle b\rangle_s .$$

A thermodynamic integration of $\langle b\rangle$ from $s$ to $t$ should land between these bounds, up to numerical error and, if the means are sampled, statistical error.

```lean
#print axioms ThermalResponse.hasDerivAt_deriv_freeEnergy
#print axioms ThermalResponse.deriv_deriv_freeEnergy_nonpos
#print axioms ThermalResponse.gibbs_bogoliubov
```

```
'ThermalResponse.hasDerivAt_deriv_freeEnergy' depends on axioms: [propext, Classical.choice, Quot.sound]
'ThermalResponse.deriv_deriv_freeEnergy_nonpos' depends on axioms: [propext, Classical.choice, Quot.sound]
'ThermalResponse.gibbs_bogoliubov' depends on axioms: [propext, Classical.choice, Quot.sound]
```
